# For positive regular radial solutions, the logarithmic derivative at the sphere boundary falls with energy

## Two free waves in a sphere

Take a sphere of radius $s>0$ with zero potential inside, and two s-waves $u_i(r)=\sin(k_i r)$ with $0<k_1<k_2$ and $k_2s<\pi$. In units where $\hbar^2/2m=1$ their energies are $E_i=k_i^2$, and both waves are positive on $(0,s]$. The Wronskian $W=u_1u_2'-u_2u_1'$ vanishes at the origin, and

$$W'=u_1u_2''-u_2u_1''=(k_1^2-k_2^2)\,u_1u_2<0 .$$

Hence $W(s)<0$. Division by $u_1(s)u_2(s)>0$ gives $k_2\cot(k_2s)<k_1\cot(k_1s)$: the wave of higher energy has the smaller ratio of slope to value at the boundary.

## The same argument with a potential

Let $u_i''=(V-E_i)u_i$ on $(0,s)$ and $u_i(0)=0$, with $u_i$ and $u_i'$ continuous on $[0,s]$. The potential cancels from the derivative of the Wronskian:

$$W'=u_1(V-E_2)u_2-u_2(V-E_1)u_1=(E_1-E_2)u_1u_2 .$$

Since $W(0)=0$, integration gives

$$u_1(s)u_2'(s)-u_2(s)u_1'(s)=(E_1-E_2)\int_0^s u_1u_2\,dr .$$

If both solutions are positive on $(0,s]$ and $E_1<E_2$, the right side is negative. Dividing by $u_1(s)u_2(s)$ yields $u_2'(s)/u_2(s)<u_1'(s)/u_1(s)$.

The identity also gives an orthogonality relation, which has no theorem of its own below: if $E_1\neq E_2$ and the two solutions have the same logarithmic derivative at $s$, the left side is zero, so $\int_0^s u_1u_2\,dr=0$.

## From the slope ratio to the potential function

The radial amplitude is $R=u/r$, so $R'=u'/r-u/r^2$ and its logarithmic derivative is

$$D=\frac{sR'(s)}{R(s)}=\frac{s\,u'(s)}{u(s)}-1 .$$

For boundary values different from zero, the Wronskian identity becomes

$$D_2-D_1=-\frac{(E_2-E_1)\,s\int_0^s u_1u_2\,dr}{u_1(s)u_2(s)} .$$

Now let $u_E$ be a family of solutions jointly continuous in energy and radius. Dividing by $E_2-E_1$ and letting the energies merge gives

$$\frac{dD}{dE}=-\frac{s\int_0^s u_E^2\,dr}{u_E(s)^2}.$$

This is negative wherever $u_E(s)\neq0$, even if $u_E$ has nodes inside the sphere.

In the atomic-sphere approximation (ASA), the potential function for angular momentum $l$ is

$$P=2(2l+1)\frac{D+l+1}{D-l}.$$

It vanishes when the amplitude joins on to $r^{-l-1}$ and has its pole when it joins on to $r^l$. Over a common denominator, the numerator of a difference reduces by
$(D_2+l+1)(D_1-l)-(D_1+l+1)(D_2-l)=(2l+1)(D_1-D_2)$, so

$$P(D_2)-P(D_1)=\frac{2(2l+1)^2(D_1-D_2)}{(D_1-l)(D_2-l)} .$$

When $D_1$ and $D_2$ lie on the same side of $l$, a fall in $D$ is a rise in $P$. In the KKR-ASA treatment of one electron in spherical potentials, $P$ carries the potential into the band condition; on such a branch, nodeless solutions reach a given value of $P$ at no more than one energy.

## Regular solutions in Lean

```lean
import Mathlib

open Set Filter Topology

namespace RadialLogDerivative

noncomputable section
```

The radial equation is stated as a first-order system for a pair of functions.

```lean
/-- A regular radial solution `u` with slope `du` at energy `E` in a sphere of radius `s`:
`u` and `du` are continuous on `[0, s]`, `u` vanishes at the origin, and
`u'' = (V - E) u` holds for `0 < r < s`. -/
structure RegularSolution (V : ℝ → ℝ) (E s : ℝ) (u du : ℝ → ℝ) : Prop where
  origin : u 0 = 0
  cont : ContinuousOn u (Icc 0 s)
  cont_slope : ContinuousOn du (Icc 0 s)
  slope_eq : ∀ r ∈ Ioo 0 s, HasDerivAt u (du r) r
  schrodinger : ∀ r ∈ Ioo 0 s, HasDerivAt du ((V r - E) * u r) r
```

Here `u` is $u$ and `du` is its slope. The last two fields say $u'=du$ and $du'=(V-E)u$ in the open interval, while continuity extends both functions to the endpoints. Nothing is asked of `V` at the origin itself, so it may contain centrifugal or nuclear terms singular there, provided that the solution satisfies the listed conditions. A finite jump of `V` inside the sphere is excluded wherever $u\neq0$, because $u'$ would have a kink there and the last field asks for its derivative at every interior point. The model is non-relativistic, and the potential is the same at both energies.

```lean
/-- The logarithmic derivative `D = s R'(s) / R(s)` of the radial amplitude `R = u / r`,
written through `u`; its domain is `s ≠ 0`, `u s ≠ 0`. -/
def sphereLogDeriv (s : ℝ) (u du : ℝ → ℝ) : ℝ := s * du s / u s - 1

/-- The ASA potential function of angular momentum `l` as a function of the logarithmic
derivative `D`, for `D ≠ l`. -/
def potentialFunction (l : ℕ) (D : ℝ) : ℝ := 2 * (2 * l + 1) * (D + l + 1) / (D - l)
```

These are $D$ and $P$ in the normalisation used above. The pole of `potentialFunction` is kept away by hypothesis in the theorem that uses it.

```lean
/-- Free waves `sin (k r)` with `k > 0` and `k s < π` are regular solutions of energy `k ^ 2`
for zero potential, and are positive on `(0, s]`. -/
theorem regularSolution_witness {k s : ℝ} (hk : 0 < k) (hks : k * s < Real.pi) :
    RegularSolution (fun _ => 0) (k ^ 2) s
      (fun r => Real.sin (k * r)) (fun r => k * Real.cos (k * r)) ∧
    ∀ r ∈ Ioc 0 s, 0 < Real.sin (k * r) := by
  have h : ∀ r : ℝ, HasDerivAt (fun r : ℝ => k * r) k r := fun r => by
    simpa using (hasDerivAt_id' r).const_mul k
  refine ⟨⟨by simp, by fun_prop, by fun_prop, fun r _ => ?_, fun r _ => ?_⟩, fun r hr => ?_⟩
  · exact (h r).sin.congr_deriv (by ring)
  · refine ((h r).cos.const_mul k).congr_deriv ?_
    show _ = (0 - k ^ 2) * Real.sin (k * r)
    ring
  · exact Real.sin_pos_of_pos_of_lt_pi (mul_pos hk hr.1)
      (lt_of_le_of_lt (mul_le_mul_of_nonneg_left hr.2 hk.le) hks)
```

The opening example meets both the regularity and the positivity conditions. The proof differentiates the sine and cosine, then uses $0<kr<\pi$ for the sign.

## The Wronskian identity and the inequality

```lean
variable {V u₁ du₁ u₂ du₂ : ℝ → ℝ} {E₁ E₂ s : ℝ}

/-- The Wronskian at the sphere boundary of two regular solutions in the same potential is
the energy difference times their overlap integral. -/
theorem wronskian_eq (hs : 0 < s) (h₁ : RegularSolution V E₁ s u₁ du₁)
    (h₂ : RegularSolution V E₂ s u₂ du₂) :
    u₁ s * du₂ s - u₂ s * du₁ s = (E₁ - E₂) * ∫ r in (0 : ℝ)..s, u₁ r * u₂ r := by
  -- the potential cancels in the derivative of the Wronskian
  have hd : ∀ r ∈ Ioo 0 s, HasDerivAt (fun r => u₁ r * du₂ r - u₂ r * du₁ r)
      ((E₁ - E₂) * (u₁ r * u₂ r)) r := fun r hr =>
    (((h₁.slope_eq r hr).fun_mul (h₂.schrodinger r hr)).fun_sub
      ((h₂.slope_eq r hr).fun_mul (h₁.schrodinger r hr))).congr_deriv (by ring)
  have hc : ContinuousOn (fun r => u₁ r * du₂ r - u₂ r * du₁ r) (Icc 0 s) :=
    (h₁.cont.mul h₂.cont_slope).sub (h₂.cont.mul h₁.cont_slope)
  have hi : ContinuousOn (fun r => (E₁ - E₂) * (u₁ r * u₂ r)) (Icc 0 s) :=
    continuousOn_const.mul (h₁.cont.mul h₂.cont)
  have key := intervalIntegral.integral_eq_sub_of_hasDerivAt_of_le hs.le hc hd
    (hi.intervalIntegrable_of_Icc hs.le)
  rw [intervalIntegral.integral_const_mul] at key
  -- regularity removes the contribution of the origin
  rw [key, h₁.origin, h₂.origin]
  ring
```

In `hd` the product rule is applied to the Wronskian, and `ring` carries out the cancellation of the potential. The version of the fundamental theorem of calculus used for `key` needs the derivative only inside the interval, with continuity up to its ends. The two `origin` fields then remove the lower boundary term.

```lean
/-- For two regular solutions in the same potential, both positive on `(0, s]`, the one of higher
energy has the smaller ratio of slope to value at the sphere boundary. -/
theorem slope_ratio_lt (hs : 0 < s) (h₁ : RegularSolution V E₁ s u₁ du₁)
    (h₂ : RegularSolution V E₂ s u₂ du₂) (hE : E₁ < E₂)
    (p₁ : ∀ r ∈ Ioc 0 s, 0 < u₁ r) (p₂ : ∀ r ∈ Ioc 0 s, 0 < u₂ r) :
    du₂ s / u₂ s < du₁ s / u₁ s := by
  have hI : 0 < ∫ r in (0 : ℝ)..s, u₁ r * u₂ r :=
    intervalIntegral.intervalIntegral_pos_of_pos_on
      ((h₁.cont.mul h₂.cont).intervalIntegrable_of_Icc hs.le)
      (fun r hr => mul_pos (p₁ r ⟨hr.1, hr.2.le⟩) (p₂ r ⟨hr.1, hr.2.le⟩)) hs
  have hW := wronskian_eq hs h₁ h₂
  have hneg := mul_neg_of_neg_of_pos (sub_neg.mpr hE) hI
  rw [div_lt_div_iff₀ (p₂ s ⟨hs, le_rfl⟩) (p₁ s ⟨hs, le_rfl⟩)]
  linarith
```

Positivity of the integrand gives `hI`, and the negative energy difference gives `hneg`. Clearing the positive denominators leaves a linear consequence of the identity.

## Finite and infinitesimal energy changes

```lean
/-- The exact change of the logarithmic derivative between two energies, for regular solutions in
the same potential that do not vanish at the sphere boundary. -/
theorem sphereLogDeriv_sub (hs : 0 < s) (h₁ : RegularSolution V E₁ s u₁ du₁)
    (h₂ : RegularSolution V E₂ s u₂ du₂) (n₁ : u₁ s ≠ 0) (n₂ : u₂ s ≠ 0) :
    sphereLogDeriv s u₂ du₂ - sphereLogDeriv s u₁ du₁ =
      -((E₂ - E₁) * s * ∫ r in (0 : ℝ)..s, u₁ r * u₂ r) / (u₁ s * u₂ s) := by
  have hW := wronskian_eq hs h₁ h₂
  have a₁ : du₁ s / u₁ s * u₁ s = du₁ s := div_mul_cancel₀ _ n₁
  have a₂ : du₂ s / u₂ s * u₂ s = du₂ s := div_mul_cancel₀ _ n₂
  unfold sphereLogDeriv
  rw [eq_div_iff (mul_ne_zero n₁ n₂)]
  linear_combination s * u₁ s * a₂ - s * u₂ s * a₁ + s * hW
```

This theorem needs nonzero boundary values but not positivity. The facts `a₁` and `a₂` undo the divisions, and `linear_combination` assembles the result from them and the Wronskian identity.

```lean
/-- For a family of regular solutions in one energy-independent potential, given at every energy and
jointly continuous in energy and radius, the energy derivative of `D` is `-s ∫ u² / u(s)²` wherever
`u(s)` is nonzero. -/
theorem hasDerivAt_sphereLogDeriv (hs : 0 < s) {u du : ℝ → ℝ → ℝ}
    (hu : ∀ E, RegularSolution V E s (u E) (du E))
    (hc : Continuous (Function.uncurry u)) {E₀ : ℝ} (h0 : u E₀ s ≠ 0) :
    HasDerivAt (fun E => sphereLogDeriv s (u E) (du E))
      (-(s * ∫ r in (0 : ℝ)..s, u E₀ r ^ 2) / u E₀ s ^ 2) E₀ := by
  simp only [pow_two]
  rw [hasDerivAt_iff_tendsto_slope]
  have h1 : Continuous fun p : ℝ × ℝ => u E₀ p.2 :=
    hc.comp (by fun_prop : Continuous fun p : ℝ × ℝ => (E₀, p.2))
  have h2 : Continuous (Function.uncurry fun E r => u E₀ r * u E r) := h1.mul hc
  have hI : Continuous fun E => ∫ r in (0 : ℝ)..s, u E₀ r * u E r :=
    intervalIntegral.continuous_parametric_intervalIntegral_of_continuous' h2 0 s
  have hS : Continuous fun E => u E s :=
    hc.comp (by fun_prop : Continuous fun E : ℝ => (E, s))
  have hq : ContinuousAt (fun E => -(s * ∫ r in (0 : ℝ)..s, u E₀ r * u E r) /
      (u E₀ s * u E s)) E₀ :=
    ContinuousAt.div (continuous_const.mul hI).neg.continuousAt
      (continuous_const.mul hS).continuousAt (mul_ne_zero h0 h0)
  have hne : ∀ᶠ E in 𝓝[≠] E₀, u E s ≠ 0 :=
    (hS.continuousAt.eventually_ne h0).filter_mono nhdsWithin_le_nhds
  -- the difference quotient is the exact two-energy formula
  refine (hq.tendsto.mono_left nhdsWithin_le_nhds).congr' ?_
  filter_upwards [hne, self_mem_nhdsWithin] with E hE hEE
  have hd : E - E₀ ≠ 0 := sub_ne_zero.mpr hEE
  rw [slope_def_field, sphereLogDeriv_sub hs (hu E₀) (hu E) h0 hE, eq_div_iff hd]
  ring
```

The family `u` is assumed to exist at every real energy and to be jointly continuous; neither property is derived from the radial equation. Continuity of the slope in energy is not required. The proof turns the derivative into a limit of difference quotients. Near `E₀` the boundary value stays nonzero, so each quotient is given by `sphereLogDeriv_sub`, and continuity of the overlap integral supplies the limit.

## The potential function on one branch

```lean
/-- For regular solutions in the same potential `V` with centrifugal term `l (l + 1) / r ^ 2`, both
positive on `(0, s]`, the potential function is larger at the higher energy if both logarithmic
derivatives lie on the same side of `l`. -/
theorem potentialFunction_lt (l : ℕ) (hs : 0 < s)
    (h₁ : RegularSolution (fun r => V r + l * (l + 1) / r ^ 2) E₁ s u₁ du₁)
    (h₂ : RegularSolution (fun r => V r + l * (l + 1) / r ^ 2) E₂ s u₂ du₂) (hE : E₁ < E₂)
    (p₁ : ∀ r ∈ Ioc 0 s, 0 < u₁ r) (p₂ : ∀ r ∈ Ioc 0 s, 0 < u₂ r)
    (hb : 0 < (sphereLogDeriv s u₁ du₁ - l) * (sphereLogDeriv s u₂ du₂ - l)) :
    potentialFunction l (sphereLogDeriv s u₁ du₁) <
      potentialFunction l (sphereLogDeriv s u₂ du₂) := by
  have hD : sphereLogDeriv s u₂ du₂ < sphereLogDeriv s u₁ du₁ := by
    have h := mul_lt_mul_of_pos_left (slope_ratio_lt hs h₁ h₂ hE p₁ p₂) hs
    unfold sphereLogDeriv
    rw [mul_div_assoc, mul_div_assoc]
    linarith
  generalize sphereLogDeriv s u₁ du₁ = D₁ at *
  generalize sphereLogDeriv s u₂ du₂ = D₂ at *
  have n₁ : D₁ - l ≠ 0 := left_ne_zero_of_mul hb.ne'
  have n₂ : D₂ - l ≠ 0 := right_ne_zero_of_mul hb.ne'
  -- on one branch the difference has the sign of `D₁ - D₂`
  have key : potentialFunction l D₂ - potentialFunction l D₁ =
      2 * (2 * (l : ℝ) + 1) ^ 2 * (D₁ - D₂) / ((D₁ - l) * (D₂ - l)) := by
    unfold potentialFunction
    rw [div_sub_div _ _ n₂ n₁, mul_comm (D₂ - (l : ℝ)) (D₁ - l)]
    congr 1
    ring
  have hpos : 0 < 2 * (2 * (l : ℝ) + 1) ^ 2 * (D₁ - D₂) / ((D₁ - l) * (D₂ - l)) :=
    div_pos (mul_pos (by positivity) (sub_pos.mpr hD)) hb
  linarith

end

end RadialLogDerivative
```

The centrifugal term $l(l+1)/r^2$ is now written separately from `V`. Positivity leaves out valence functions with nodes inside the sphere, such as the 3s function of sodium; for these the derivative formula still gives a local fall of $D$ with energy wherever $u(s)\neq0$. The hypothesis `hb` places both logarithmic derivatives on the same side of $l$, which excludes a passage through the pole between them. The proof obtains `hD` from the slope inequality, and `key` is the difference formula for $P$ derived above. Its numerator is positive by `hD` and its denominator by `hb`.

```lean
#print axioms RadialLogDerivative.sphereLogDeriv_sub
#print axioms RadialLogDerivative.hasDerivAt_sphereLogDeriv
#print axioms RadialLogDerivative.potentialFunction_lt
```

```
'RadialLogDerivative.sphereLogDeriv_sub' depends on axioms: [propext, Classical.choice, Quot.sound]
'RadialLogDerivative.hasDerivAt_sphereLogDeriv' depends on axioms: [propext, Classical.choice, Quot.sound]
'RadialLogDerivative.potentialFunction_lt' depends on axioms: [propext, Classical.choice, Quot.sound]
```
